# A Crank-Nicolson step under a symmetric Hamiltonian has at most one result

A Crank-Nicolson step of real length $h$ takes a state $\psi$ to a state $\varphi$ satisfying $\varphi + \tfrac{ih}{2}H\varphi = \psi - \tfrac{ih}{2}H\psi$, in units with $\hbar = 1$. The theorem `cnStep_unique` says that if $\varphi$ and $\chi$ both satisfy this equation for the same $\psi$, they are equal; it does not say that a solution exists. Here $H$ is a symmetric linear operator defined on the whole of a complex inner product space, which may have any dimension, and the vectors need not be normalised. The proof takes the difference $w = \varphi - \chi$, which satisfies $w = -\tfrac{ih}{2}Hw$, and uses the symmetry of $H$ to show that $\langle w, w\rangle$ equals its own negative, so that $w = 0$.

This version doesn't compile in Lean 4 with Mathlib:

```lean
import Mathlib

open Complex

namespace CnStepUnique

noncomputable section

variable {V : Type*} [NormedAddCommGroup V] [InnerProductSpace ℂ V]

/-- One Crank-Nicolson step of length `h` under the Hamiltonian `H` leads from `ψ` to `φ`. -/
def IsCNStep (H : V →ₗ[ℂ] V) (h : ℝ) (ψ φ : V) : Prop :=
  φ + (I * h / 2) • H φ = ψ - (I * h / 2) • H ψ

/-- For a symmetric Hamiltonian the result of a Crank-Nicolson step is unique. -/
theorem cnStep_unique {H : V →ₗ[ℂ] V} (hH : H.IsSymmetric) {h : ℝ} {ψ φ χ : V}
    (h1 : IsCNStep H h ψ φ) (h2 : IsCNStep H h ψ χ) : φ = χ := by
  have key : ∀ w : V, w = (-(I * h / 2)) • H w → w = 0 := by
    intro w hw
    have s : inner ℂ (H w) w = inner ℂ w (H w) := hH w w
    have hc : (starRingEnd ℂ) (-(I * h / 2)) = I * h / 2 := by
      apply Complex.ext <;> simp
    have a : inner ℂ w w = -(I * h / 2) * inner ℂ w (H w) := by
      rw [← inner_smul_right, ← hw]
    have b : inner ℂ w w = (I * h / 2) * inner ℂ w (H w) := by
      rw [← s, ← hc, ← inner_smul_left, ← hw]
    -- the norm squared equals its own negative
    exact (inner_self_eq_zero (𝕜 := ℂ)).mp (by linear_combination (a + b) / 2)
  unfold IsCNStep at h1 h2
  refine sub_eq_zero.mp (key _ ?_)
  rw [map_sub]
  linear_combination (norm := module) h1 - h2

end

end CnStepUnique
```

Messages:

```
Main.lean:21:60: error: unsolved goals
case a
V : Type u_1
inst✝¹ : NormedAddCommGroup V
inst✝ : InnerProductSpace ℂ V
H : V →ₗ[ℂ] V
hH : H.IsSymmetric
h : ℝ
ψ φ χ : V
h1 : IsCNStep H h ψ φ
h2 : IsCNStep H h ψ χ
w : V
hw : w = -(I * ↑h / 2) • H w
s : inner ℂ (H w) w = inner ℂ w (H w)
⊢ (-(I * ↑h) / (starRingEnd ℂ) 2).re = 0

case a
V : Type u_1
inst✝¹ : NormedAddCommGroup V
inst✝ : InnerProductSpace ℂ V
H : V →ₗ[ℂ] V
hH : H.IsSymmetric
h : ℝ
ψ φ χ : V
h1 : IsCNStep H h ψ φ
h2 : IsCNStep H h ψ χ
w : V
hw : w = -(I * ↑h / 2) • H w
s : inner ℂ (H w) w = inner ℂ w (H w)
⊢ -(-(I * ↑h) / (starRingEnd ℂ) 2).im = h / 2
```

After these edits no error is left:

```diff
@@ -20,5 +20,7 @@
     have s : inner ℂ (H w) w = inner ℂ w (H w) := hH w w
     have hc : (starRingEnd ℂ) (-(I * h / 2)) = I * h / 2 := by
-      apply Complex.ext <;> simp
+      have e : I * h / 2 = ((h / 2 : ℝ) : ℂ) * I := by push_cast; ring
+      rw [e, map_neg, map_mul, Complex.conj_ofReal, Complex.conj_I]
+      ring
     have a : inner ℂ w w = -(I * h / 2) * inner ℂ w (H w) := by
       rw [← inner_smul_right, ← hw]
```

Both unsolved goals come from `hc`, the claim that the complex conjugate of $-ih/2$ is $ih/2$. The claim is true, but `simp` does not finish either the real or the imaginary part. It carries the conjugation `starRingEnd ℂ` through the quotient and evaluates it on `I` and on the real number `h`, but leaves `(starRingEnd ℂ) 2` in the denominator instead of reducing it to `2`. With that denominator, `simp` does not work out the real and imaginary parts of the quotient. On the right-hand side of the second goal, where the denominator was a plain `2`, it did reach `h / 2`.

The repair never conjugates `2` on its own. The new equation `e` rewrites `I * h / 2` as the real number `h / 2`, cast to `ℂ`, times `I`. After `map_neg` and `map_mul` distribute the conjugation, `Complex.conj_ofReal` leaves the whole real factor unchanged and `Complex.conj_I` turns `I` into `-I`. The two minus signs then cancel, which `ring` checks.
